# Zero torque everywhere makes a differentiable potential invariant under proper rotations

Let $V$ be a real function of finitely many points $x=(x_i)$, $x_i\in\mathbb R^3$, differentiable everywhere, with $\sum_i x_i\times\nabla_iV(x)=0$ at every $x$. Then $V(Rx)=V(x)$ for every real $3\times3$ matrix $R$ with $R^TR=1$ and $\det R=1$, where $(Rx)_i=Rx_i$. For an everywhere differentiable model energy surface of a fixed, finite set of nuclei, forces whose torque about the origin vanishes identically therefore make the energy invariant under rigid rotation of all nuclei about the origin. Invariance under rotation about another centre does not follow from these hypotheses alone: for two points, $V=|x_0|^2$ satisfies them, but the half-turn about the midpoint that exchanges $x_0=(2,0,0)$ and $x_1=(0,0,0)$ changes $V$ from 4 to 0.

## Configurations, gradient and torque

```lean
import Mathlib

open Matrix Real

namespace ZeroTorqueInvariance

noncomputable section

/-- A configuration: a position in three-dimensional space for each point `i`. -/
abbrev Config (ι : Type*) := ι → Fin 3 → ℝ

/-- Real 3 × 3 matrices. -/
abbrev Mat3 := Matrix (Fin 3) (Fin 3) ℝ
```

`Config ι` assigns to each label $i$ in the set `ι` a vector $x_i$ with components numbered $0,1,2$ for $x,y,z$. Matrix indices run likewise.

```lean
variable {ι : Type*} [Fintype ι] [DecidableEq ι]

/-- The unit displacement of point `i` along the Cartesian axis `a`. -/
def unitDisp (i : ι) (a : Fin 3) : Config ι := Pi.single i (Pi.single a 1)
```

The label set is finite. `unitDisp i a` moves point $i$ by the unit vector $e_a$ and leaves the others fixed.

```lean
/-- The gradient of `V` with respect to the position of point `i`. -/
def grad (V : Config ι → ℝ) (x : Config ι) (i : ι) : Fin 3 → ℝ :=
  fun a => fderiv ℝ V x (unitDisp i a)
```

`fderiv ℝ V x` is the differential $dV(x)$, a linear map on displacements, so `grad V x i` has components $\partial V/\partial x_{ia}$. Where $V$ is not differentiable Lean sets `fderiv` to zero, so at such a point the torque defined below vanishes automatically and says nothing about $V$.

```lean
/-- The sum over all points of `x_i × ∇_i V(x)`. -/
def torque (V : Config ι → ℝ) (x : Config ι) : Fin 3 → ℝ := ∑ i, x i ⨯₃ grad V x i
```

With `⨯₃` the cross product, this is $\tau(x)=\sum_i x_i\times\nabla_iV(x)$. The forces are $-\nabla_iV$, so the mechanical torque about the origin is $-\tau$.

```lean
/-- The configuration obtained by multiplying every point by the matrix `R`. -/
def rotate (R : Mat3) (x : Config ι) : Config ι := fun i => R *ᵥ x i
```

`*ᵥ` is the matrix-vector product: one matrix acts on all points, about the origin.

```lean
/-- Rotation by the angle `θ` about the x axis. -/
def rotX (θ : ℝ) : Mat3 := !![1, 0, 0; 0, cos θ, -sin θ; 0, sin θ, cos θ]

/-- Rotation by the angle `θ` about the z axis. -/
def rotZ (θ : ℝ) : Mat3 := !![cos θ, -sin θ, 0; sin θ, cos θ, 0; 0, 0, 1]
```

These are $R_x(\theta)$ and $R_z(\theta)$, written row by row: right-handed rotations by the angle $\theta$.

## Constancy along rotational motion

```lean
/-- The first-order change of `V` under displacements `v_i` is the sum of `∇_i V · v_i`. -/
theorem fderiv_eq_sum_grad (V : Config ι → ℝ) (x v : Config ι) :
    fderiv ℝ V x v = ∑ i, grad V x i ⬝ᵥ v i := by
  have hv : v = ∑ i, ∑ a, v i a • unitDisp i a := by
    ext j b
    simp only [Finset.sum_apply, Pi.smul_apply, smul_eq_mul]
    rw [Finset.sum_eq_single j, Finset.sum_eq_single b]
    · simp [unitDisp]
    · intro a _ h; simp [unitDisp, h.symm]
    · simp
    · intro i _ h; simp [unitDisp, h.symm]
    · simp
  calc fderiv ℝ V x v = fderiv ℝ V x (∑ i, ∑ a, v i a • unitDisp i a) := by rw [← hv]
    _ = _ := by simp only [map_sum, map_smul, smul_eq_mul, grad, dotProduct, mul_comm]
```

With `⬝ᵥ` the dot product, $dV(x)[v]=\sum_i\nabla_iV\cdot v_i$ for any displacement $v$. Step `hv` expands $v$ in unit displacements, and linearity finishes.

```lean
/-- The first-order change of `V` under the displacements `ω × x_i` is `ω · torque`. -/
theorem fderiv_cross (V : Config ι → ℝ) (x : Config ι) (ω : Fin 3 → ℝ) :
    fderiv ℝ V x (fun i => ω ⨯₃ x i) = ω ⬝ᵥ torque V x := by
  have hs : ∀ f : Config ι, ω ⬝ᵥ ∑ i, f i = ∑ i, ω ⬝ᵥ f i := by
    intro f
    simp only [dotProduct, Finset.sum_apply, Finset.mul_sum]
    exact Finset.sum_comm
  rw [fderiv_eq_sum_grad, torque, hs]
  exact Finset.sum_congr rfl fun i _ => triple_product_permutation _ _ _
```

For $v_i=\omega\times x_i$ with any vector $\omega$, cyclicity of the triple product (`triple_product_permutation`) gives
$$dV(x)[v]=\sum_i\nabla_iV\cdot(\omega\times x_i)=\sum_i\omega\cdot(x_i\times\nabla_iV)=\omega\cdot\tau(x).$$

```lean
/-- A differentiable potential with zero torque everywhere is constant along any motion in
which every point has velocity `ω(t) × y_i(t)`. -/
theorem const_along_rotation {V : Config ι → ℝ} (hV : Differentiable ℝ V)
    (hT : ∀ x, torque V x = 0) (y : ℝ → Config ι) (ω : ℝ → Fin 3 → ℝ)
    (hy : ∀ t i, HasDerivAt (fun s => y s i) (ω t ⨯₃ y t i) t) (t : ℝ) :
    V (y t) = V (y 0) := by
  have h : ∀ t, HasDerivAt (fun s => V (y s)) 0 t := by
    intro t
    have hy' : HasDerivAt y (fun i => ω t ⨯₃ y t i) t := hasDerivAt_pi.2 (hy t)
    have := (hV (y t)).hasFDerivAt.comp_hasDerivAt t hy'
    rw [fderiv_cross, hT, dotProduct_zero] at this
    exact this
  have hd : Differentiable ℝ (fun s => V (y s)) := fun s => (h s).differentiableAt
  have := is_const_of_deriv_eq_zero hd (fun s => (h s).deriv) t 0
  exact this
```

The named hypotheses precede the last colon: `hV` is differentiability, `hT` is $\tau=0$ everywhere, and `hy` says that the path $y(t)$ obeys $\dot y_i=\omega(t)\times y_i$, with one angular velocity $\omega(t)$ for all points. The chain rule (`comp_hasDerivAt`) gives $\frac{d}{dt}V(y(t))=\omega(t)\cdot\tau(y(t))=0$, and `is_const_of_deriv_eq_zero` concludes $V(y(t))=V(y(0))$.

```lean
/-- A differentiable potential with zero torque everywhere is unchanged by rotations about
the x axis and about the z axis. -/
theorem invariant_axes {V : Config ι → ℝ} (hV : Differentiable ℝ V)
    (hT : ∀ x, torque V x = 0) (θ : ℝ) (x : Config ι) :
    V (rotate (rotX θ) x) = V x ∧ V (rotate (rotZ θ) x) = V x := by
  have hX : ∀ s (p : Fin 3 → ℝ), rotX s *ᵥ p =
      ![p 0, cos s * p 1 - sin s * p 2, sin s * p 1 + cos s * p 2] := by
    intro s p; ext a
    simp only [mulVec, dotProduct, Fin.sum_univ_three]
    fin_cases a <;> simp [rotX]
    ring
  have hZ : ∀ s (p : Fin 3 → ℝ), rotZ s *ᵥ p =
      ![cos s * p 0 - sin s * p 1, sin s * p 0 + cos s * p 1, p 2] := by
    intro s p; ext a
    simp only [mulVec, dotProduct, Fin.sum_univ_three]
    fin_cases a <;> simp [rotZ]
    ring
  have c := fun (t u : ℝ) => (hasDerivAt_cos t).mul_const u
  have s := fun (t u : ℝ) => (hasDerivAt_sin t).mul_const u
  -- rotation through the angle `t` at time `t` has unit angular velocity along its axis
  have dX : ∀ t (p : Fin 3 → ℝ), HasDerivAt (fun s => rotX s *ᵥ p)
      ((![1, 0, 0] : Fin 3 → ℝ) ⨯₃ (rotX t *ᵥ p)) t := by
    intro t p
    simp only [hX, cross_apply]
    refine hasDerivAt_pi.2 fun a => ?_
    fin_cases a
    · exact (hasDerivAt_const t (p 0)).congr_deriv (by simp)
    · exact ((c t (p 1)).fun_sub (s t (p 2))).congr_deriv (by simp; ring)
    · exact ((s t (p 1)).fun_add (c t (p 2))).congr_deriv (by simp; ring)
  have dZ : ∀ t (p : Fin 3 → ℝ), HasDerivAt (fun s => rotZ s *ᵥ p)
      ((![0, 0, 1] : Fin 3 → ℝ) ⨯₃ (rotZ t *ᵥ p)) t := by
    intro t p
    simp only [hZ, cross_apply]
    refine hasDerivAt_pi.2 fun a => ?_
    fin_cases a
    · exact ((c t (p 0)).fun_sub (s t (p 1))).congr_deriv (by simp; ring)
    · exact ((s t (p 0)).fun_add (c t (p 1))).congr_deriv (by simp; ring)
    · exact (hasDerivAt_const t (p 2)).congr_deriv (by simp)
  have x0 : rotate (rotX 0) x = x := by
    ext i a; fin_cases a <;> simp [rotate, hX]
  have z0 : rotate (rotZ 0) x = x := by
    ext i a; fin_cases a <;> simp [rotate, hZ]
  exact ⟨(const_along_rotation hV hT (fun s => rotate (rotX s) x) (fun _ => ![1, 0, 0])
      (fun t i => dX t (x i)) θ).trans (congrArg V x0),
    (const_along_rotation hV hT (fun s => rotate (rotZ s) x) (fun _ => ![0, 0, 1])
      (fun t i => dZ t (x i)) θ).trans (congrArg V z0)⟩
```

The claim is $V(R_x(\theta)x)=V(x)$ and (`∧`) $V(R_z(\theta)x)=V(x)$. For a vector $p$ put
$$q(t)=R_x(t)p=(p_0,\ p_1\cos t-p_2\sin t,\ p_1\sin t+p_2\cos t),$$
which is `hX`. Differentiation gives $\dot q=(0,-q_2,q_1)=e_0\times q$, which is `dX`; likewise `dZ` gives $\dot q=e_2\times q$ for $q=R_z(t)p$. Both paths start at $x$ (`x0`, `z0`), and the previous theorem applies with $\omega=e_0$ or $e_2$.

## Euler angles

```lean
/-- Every point of the plane has polar coordinates. -/
theorem polar (a b : ℝ) :
    ∃ θ r : ℝ, 0 ≤ r ∧ a = r * cos θ ∧ b = r * sin θ ∧ r ^ 2 = a ^ 2 + b ^ 2 := by
  obtain ⟨θ, r, h0, h1, h2⟩ : ∃ θ r : ℝ, 0 ≤ r ∧ a = r * cos θ ∧ b = r * sin θ :=
    ⟨Complex.arg ⟨a, b⟩, ‖(⟨a, b⟩ : ℂ)‖, norm_nonneg _,
      (Complex.norm_mul_cos_arg ⟨a, b⟩).symm, (Complex.norm_mul_sin_arg ⟨a, b⟩).symm⟩
  refine ⟨θ, r, h0, h1, h2, ?_⟩
  linear_combination -(a + r * cos θ) * h1 - (b + r * sin θ) * h2
    - r ^ 2 * sin_sq_add_cos_sq θ
```

For real $a,b$ there exist (`∃`) $\theta$ and $r\ge0$ with $a=r\cos\theta$, $b=r\sin\theta$, $r^2=a^2+b^2$, the origin included. They are taken as argument and modulus of $a+ib$.

```lean
/-- An orthogonal matrix of determinant 1 whose first column is (1, 0, 0) is a rotation
about the x axis. -/
theorem eq_rotX {S : Mat3} (hS : Sᵀ * S = 1) (hd : S.det = 1)
    (h0 : S 0 0 = 1) (h1 : S 1 0 = 0) (h2 : S 2 0 = 0) : ∃ γ, S = rotX γ := by
  have e : ∀ i j, S 0 i * S 0 j + S 1 i * S 1 j + S 2 i * S 2 j = (1 : Mat3) i j := by
    intro i j
    have := congrFun (congrFun hS i) j
    simp only [Matrix.mul_apply, Fin.sum_univ_three, transpose_apply] at this
    exact this
  have a1 : S 0 1 = 0 := by simpa [h0, h1, h2] using e 0 1
  have a2 : S 0 2 = 0 := by simpa [h0, h1, h2] using e 0 2
  have e1 : S 1 1 * S 1 1 + S 2 1 * S 2 1 = 1 := by simpa [a1] using e 1 1
  have e2 : S 1 2 * S 1 2 + S 2 2 * S 2 2 = 1 := by simpa [a2] using e 2 2
  rw [det_fin_three, h0, h1, h2, a1, a2] at hd
  -- unit columns and determinant 1 force the block form of a plane rotation
  have p := sq_nonneg (S 1 1 - S 2 2)
  have q := sq_nonneg (S 1 2 + S 2 1)
  have b1 := (pow_eq_zero_iff two_ne_zero).1 (by linarith : (S 1 1 - S 2 2) ^ 2 = 0)
  have b2 := (pow_eq_zero_iff two_ne_zero).1 (by linarith : (S 1 2 + S 2 1) ^ 2 = 0)
  obtain ⟨γ, r, hr, c1, c2, c3⟩ := polar (S 1 1) (S 2 1)
  have r2 : r ^ 2 = 1 := by linarith
  have r1 : r = 1 := by nlinarith
  rw [r1, one_mul] at c1 c2
  have c4 : S 2 2 = cos γ := by linarith
  have c5 : S 1 2 = -sin γ := by linarith
  refine ⟨γ, ?_⟩
  ext i j
  fin_cases i <;> fin_cases j <;> simp [rotX, h0, h1, h2, a1, a2, c1, c2, c4, c5]
```

If $S^TS=1$, $\det S=1$ and the first column of $S$ is $e_0$, then $S=R_x(\gamma)$ for some $\gamma$. Orthogonality of the columns gives $S_{01}=S_{02}=0$ (`a1`, `a2`). Then $S_{11}^2+S_{21}^2=1$, $S_{12}^2+S_{22}^2=1$ and $\det S=S_{11}S_{22}-S_{12}S_{21}=1$, so
$$(S_{11}-S_{22})^2+(S_{12}+S_{21})^2=2-2\det S=0.$$
Both squares vanish (`b1`, `b2`). Polar coordinates of the unit vector $(S_{11},S_{21})$ give $S_{11}=S_{22}=\cos\gamma$ and $S_{21}=-S_{12}=\sin\gamma$.

```lean
/-- Euler angles: an orthogonal matrix of determinant 1 is a product of rotations about
the x, z and x axes. -/
theorem euler_angles {R : Mat3} (hR : Rᵀ * R = 1) (hd : R.det = 1) :
    ∃ α β γ, R = rotX α * rotZ β * rotX γ := by
  obtain ⟨α, ρ, -, h1, h2, hρ⟩ := polar (R 1 0) (R 2 0)
  obtain ⟨β, r, hr, h3, h4, h5⟩ := polar (R 0 0) ρ
  have n0 := congrFun (congrFun hR 0) 0
  simp only [Matrix.mul_apply, Fin.sum_univ_three, transpose_apply, one_apply_eq] at n0
  have r2 : r ^ 2 = 1 := by linarith
  have r1 : r = 1 := by nlinarith
  rw [r1, one_mul] at h3 h4
  rw [h4, mul_comm] at h1 h2
  have oX : rotX α * (rotX α)ᵀ = 1 := by
    ext i j
    simp only [Matrix.mul_apply, Fin.sum_univ_three, transpose_apply]
    fin_cases i <;> fin_cases j <;> simp [rotX] <;> nlinarith [sin_sq_add_cos_sq α]
  have oZ : rotZ β * (rotZ β)ᵀ = 1 := by
    ext i j
    simp only [Matrix.mul_apply, Fin.sum_univ_three, transpose_apply]
    fin_cases i <;> fin_cases j <;> simp [rotZ] <;> nlinarith [sin_sq_add_cos_sq β]
  have dX : (rotX α).det = 1 := by
    rw [det_fin_three]; simp [rotX] <;> nlinarith [sin_sq_add_cos_sq α]
  have dZ : (rotZ β).det = 1 := by
    rw [det_fin_three]; simp [rotZ] <;> nlinarith [sin_sq_add_cos_sq β]
  obtain ⟨P, hPd⟩ : ∃ P, P = rotX α * rotZ β := ⟨_, rfl⟩
  have hP : P * Pᵀ = 1 := by
    rw [hPd, transpose_mul, mul_assoc, ← mul_assoc (rotZ β), oZ, one_mul, oX]
  have hP' : Pᵀ * P = 1 := mul_eq_one_comm.1 hP
  -- `P` has the same first column as `R`
  have hc : ∀ j, R j 0 = P j 0 := by
    intro j
    simp only [hPd, Matrix.mul_apply, Fin.sum_univ_three]
    fin_cases j <;> simp [rotX, rotZ, h1, h2, h3]
  have col : ∀ k, (Pᵀ * R) k 0 = (1 : Mat3) k 0 := by
    intro k
    rw [← hP']
    simp only [Matrix.mul_apply, hc]
  obtain ⟨γ, hγ⟩ := eq_rotX (S := Pᵀ * R)
    (by rw [transpose_mul, transpose_transpose, mul_assoc, ← mul_assoc P, hP, one_mul, hR])
    (by rw [det_mul, det_transpose, hd, hPd, det_mul, dX, dZ]; norm_num)
    (by rw [col]; simp) (by rw [col]; simp) (by rw [col]; simp)
  exact ⟨α, β, γ, by rw [← hPd, ← hγ, ← mul_assoc, hP, one_mul]⟩
```

Every such $R$ equals $R_x(\alpha)R_z(\beta)R_x(\gamma)$ for some angles, with no claim of uniqueness. Write $(R_{10},R_{20})=\rho(\cos\alpha,\sin\alpha)$ and $(R_{00},\rho)=r(\cos\beta,\sin\beta)$. The first column has unit length (`n0`), so $r=1$ and that column is $(\cos\beta,\cos\alpha\sin\beta,\sin\alpha\sin\beta)$, the first column of $P=R_x(\alpha)R_z(\beta)$ (`hc`). Hence $P^TRe_0=P^TPe_0=e_0$ (`col`). As $P^TR$ is orthogonal with determinant 1, `eq_rotX` gives $P^TR=R_x(\gamma)$, that is $R=PR_x(\gamma)$.

## Invariance under every proper rotation

```lean
/-- A differentiable potential with zero torque at every configuration is unchanged when all
points are multiplied by an orthogonal matrix of determinant 1. -/
theorem invariant_of_torque_eq_zero {V : Config ι → ℝ} (hV : Differentiable ℝ V)
    (hT : ∀ x, torque V x = 0) {R : Mat3} (hR : Rᵀ * R = 1) (hd : R.det = 1)
    (x : Config ι) : V (rotate R x) = V x := by
  obtain ⟨α, β, γ, h⟩ := euler_angles hR hd
  have m : ∀ (A B : Mat3) (y : Config ι), rotate (A * B) y = rotate A (rotate B y) :=
    fun A B y => funext fun i => (mulVec_mulVec _ _ _).symm
  rw [h, m, m, (invariant_axes hV hT α _).1, (invariant_axes hV hT β _).2,
    (invariant_axes hV hT γ _).1]
```

Here `hR` says that $R$ preserves lengths and angles, and `hd` that it preserves handedness. Since $(AB)y=A(By)$ for matrices $A,B$ (`m`), the final `rw` removes one factor at a time:
$$V(Rx)=V\big(R_x(\alpha)R_z(\beta)R_x(\gamma)x\big)=V\big(R_z(\beta)R_x(\gamma)x\big)=V\big(R_x(\gamma)x\big)=V(x).$$
Differentiability is assumed on the whole configuration space, which excludes a bare Coulomb repulsion, singular where nuclei coincide. Zero torque is assumed at all configurations, not only near one geometry. The theorem concerns neither translations nor the opposite implication, from invariance to zero torque.

## A torque-free potential that changes under inversion

```lean
/-- The triple product `x_0 · (x_1 × x_2)` of three points. -/
def triple (x : Config (Fin 3)) : ℝ := x 0 ⬝ᵥ (x 1 ⨯₃ x 2)

/-- Three points at the unit vectors of the x, y and z axes. -/
def frame : Config (Fin 3) := ![![1, 0, 0], ![0, 1, 0], ![0, 0, 1]]
```

For three points, `triple` is $T(x)=x_0\cdot(x_1\times x_2)$, and `frame` is the configuration $x_i=e_i$.

```lean
/-- The triple product is differentiable and has zero torque at every configuration. -/
theorem triple_witness : Differentiable ℝ triple ∧ ∀ x, torque triple x = 0 := by
  have e : ∀ y, triple y = y 0 0 * (y 1 1 * y 2 2 - y 1 2 * y 2 1)
      + y 0 1 * (y 1 2 * y 2 0 - y 1 0 * y 2 2) + y 0 2 * (y 1 0 * y 2 1 - y 1 1 * y 2 0) := by
    intro y
    simp only [triple, dotProduct, Fin.sum_univ_three, cross_apply]
    rfl
  have hd : Differentiable ℝ triple := by
    rw [funext e]; fun_prop
  refine ⟨hd, fun x => dotProduct_self_eq_zero.1 ?_⟩
  rw [← fderiv_cross]
  generalize torque triple x = ω
  obtain ⟨v, hv⟩ : ∃ v : Config (Fin 3), v = fun i => ω ⨯₃ x i := ⟨_, rfl⟩
  have h : ∀ i a, HasDerivAt (fun t : ℝ => (x + t • v) i a) (v i a) 0 := fun i a =>
    (((hasDerivAt_id' (0 : ℝ)).mul_const (v i a)).const_add (x i a)).congr_deriv (one_mul _)
  have k := fun a b c => (h 0 a).fun_mul
    (((h 1 b).fun_mul (h 2 c)).fun_sub ((h 1 c).fun_mul (h 2 b)))
  have hL : HasDerivAt (fun t : ℝ => triple (x + t • v)) (fderiv ℝ triple x v) 0 :=
    (hd x).hasFDerivAt.hasLineDerivAt v
  have H : HasDerivAt (fun t : ℝ => triple (x + t • v)) 0 0 := by
    simp only [e]
    refine (((k 0 1 2).fun_add (k 1 2 0)).fun_add (k 2 0 1)).congr_deriv ?_
    simp only [zero_smul, add_zero, hv, cross_apply, Matrix.cons_val_zero,
      Matrix.cons_val_one, Matrix.cons_val_two, Matrix.head_cons, Matrix.tail_cons]
    ring
  rw [← hv]
  exact hL.unique H
```

$T$ satisfies `hV` and `hT`. It is a polynomial in the nine coordinates (`e`), hence differentiable. For $v_i=\omega\times x_i$ the product rule gives
$$\frac{d}{dt}T(x+tv)\Big|_{t=0}=v_0\cdot(x_1\times x_2)+x_0\cdot(v_1\times x_2)+x_0\cdot(x_1\times v_2).$$
As $T$ is the determinant of the three vectors, this sum is $T(x)$ times the trace of the map $p\mapsto\omega\times p$, which is zero; in `H` the cancellation is done in components by `ring`. By `fderiv_cross` the same derivative is $\omega\cdot\tau$, and the choice $\omega=\tau(x)$ gives $\tau\cdot\tau=0$.

```lean
/-- The inversion `-1` is orthogonal and changes the triple product of the standard frame
from 1 to -1. -/
theorem triple_inversion : (-1 : Mat3)ᵀ * (-1) = 1 ∧ triple frame = 1 ∧
    triple (rotate (-1) frame) = -1 := by
  have hn : rotate (-1) frame = -frame := by
    funext i; simp [rotate, neg_mulVec]
  rw [hn]
  refine ⟨by simp, ?_, ?_⟩ <;>
    simp only [triple, dotProduct, Fin.sum_univ_three, cross_apply] <;> simp [frame]

end

end ZeroTorqueInvariance
```

The inversion $-1$ is orthogonal, $T(e_0,e_1,e_2)=1$, and $T(-e_0,-e_1,-e_2)=(-1)^3=-1$. With `triple_witness` this shows that the main theorem fails without `hd`: zero torque alone does not force $V$ to take equal values at a configuration and its inverted image. $T$ is a mathematical counter-example, not the energy surface of an isolated molecule: it is not translation invariant, whereas a surface derived from Coulomb interactions alone is invariant under both translation and inversion.

```lean
#print axioms ZeroTorqueInvariance.invariant_of_torque_eq_zero
#print axioms ZeroTorqueInvariance.triple_inversion
```

```
'ZeroTorqueInvariance.invariant_of_torque_eq_zero' depends on axioms: [propext, Classical.choice, Quot.sound]
'ZeroTorqueInvariance.triple_inversion' depends on axioms: [propext, Classical.choice, Quot.sound]
```
